# The 1/N correction to the Thomas–Fermi energy of filled power-law levels

Put one non-interacting fermion into each of the first $N$ levels $\varepsilon_n=(n+d)^p$, $n=0,\dots,N-1$, where $p\ge 1$ is an integer and $d$ is real. Let $S(N)$ be the total energy and $T(N)=N^{p+1}/(p+1)$ its Thomas–Fermi value. Then

$$N\left(\frac{S(N)}{T(N)}-1\right)\longrightarrow (p+1)\left(d-\tfrac12\right)\qquad (N\to\infty).$$

The relative error of order $1/N$ therefore vanishes exactly when $d=\tfrac12$, the semiclassical offset for two soft turning points. For two hard walls, $d=1$, the limit is $(p+1)/2$; it is positive because the Thomas–Fermi value $T(N)$ lies below the exact sum $S(N)$. For a given exponent $p$, the coefficient of the $1/N$ error in this non-interacting model is thus fixed by the offset $d$, which semiclassically reflects how the orbitals behave at their turning points or walls.

```lean
import Mathlib

open Filter Topology

namespace ThomasFermiShellCorrection

noncomputable section
```

## Levels, filled shell and smooth energy

The offset $d$ records the phase that a semiclassical wave picks up at its turning points. Energies are in scaled units. The harmonic oscillator has $p=1$, $d=\tfrac12$; the particle in a box has $p=2$, $d=1$. The spectrum is a definition here, not derived from a Schrödinger equation, and the natural number `p` excludes fractional exponents, such as the semiclassical $p=\tfrac43$ of the quartic oscillator. With the usual kinetic energy, the levels in a one-dimensional potential grow at most like $n^2$, so the cases $p\ge3$ lie outside that setting.

```lean
/-- The energy `(n + d) ^ p` of the `n`-th level, with offset `d`, in scaled units. -/
def level (p : ℕ) (d : ℝ) (n : ℕ) : ℝ := ((n : ℝ) + d) ^ p
```

The filled-shell energy is $S(N)=\sum_{n=0}^{N-1}(n+d)^p$, with single occupancy and no spin degeneracy. `Finset.range N` is the set $\{0,\dots,N-1\}$. For $d\ge0$ the levels increase with $n$, so this is the ground-state energy. For negative $d$ the theorems still hold for the sum, but the first $N$ levels need not be the lowest.

```lean
/-- The total energy of `N` particles that singly fill the first `N` levels, those with index `n <
N`. -/
def filledEnergy (p : ℕ) (d : ℝ) (N : ℕ) : ℝ := ∑ n ∈ Finset.range N, level p d n
```

The Thomas–Fermi energy replaces the discrete quantum number by a continuous one, filled from $0$ to $N$:

$$T(N)=\int_0^N x^p\,dx=\frac{N^{p+1}}{p+1}.$$

The closed form is the definition, and the integral is then proved equal to it.

```lean
/-- The Thomas-Fermi energy `N ^ (p + 1) / (p + 1)` of `N` particles. -/
def thomasFermiEnergy (p N : ℕ) : ℝ := (N : ℝ) ^ (p + 1) / ((p : ℝ) + 1)

/-- The Thomas-Fermi energy is the integral of `x ^ p` over a continuous quantum number
from `0` to `N`. -/
theorem thomasFermiEnergy_eq_integral (p N : ℕ) :
    thomasFermiEnergy p N = ∫ x in (0 : ℝ)..N, x ^ p := by
  rw [integral_pow]
  simp [thomasFermiEnergy]
```

## Each level as an average over a unit cell

Centre a unit cell at $x=n+d$. The average of $t^p$ over it is $[(x+\tfrac12)^{p+1}-(x-\tfrac12)^{p+1}]/(p+1)$, which should be close to $x^p$. To bound the difference, define for each power $m$

$$D_m=(x+\tfrac12)^m-(x-\tfrac12)^m,\qquad A_m=(x+\tfrac12)^m+(x-\tfrac12)^m-2x^m,$$

$$E_m=D_m-m\,x^{m-1}\quad(m\ge1).$$

Multiplying out one more factor $x\pm\tfrac12$ gives

$$D_{m+1}=xD_m+\tfrac12\left[(x+\tfrac12)^m+(x-\tfrac12)^m\right],$$

$$A_{m+1}=xA_m+\tfrac12D_m,\qquad E_{m+1}=xE_m+\tfrac12A_m.$$

All three have the form $uv+w/2$, so one triangle inequality serves for each induction step.

```lean
/-- A bound on `u v + w / 2` from bounds on the three quantities. -/
theorem abs_step {u v w Y A B : ℝ} (hu : |u| ≤ Y) (hv : |v| ≤ A) (hw : |w| ≤ B) :
    |u * v + w / 2| ≤ Y * A + B / 2 := by
  have h1 : |u * v| ≤ Y * A := by
    rw [abs_mul]
    exact mul_le_mul hu hv (abs_nonneg _) ((abs_nonneg _).trans hu)
  have h2 := abs_add_le (u * v) (w / 2)
  have h3 : |w / 2| = |w| / 2 := by rw [abs_div, abs_two]
  linarith
```

Write $y=|x|+1$, so that $|x|$ and $|x\pm\tfrac12|$ are at most $y$. The first bound is $|D_{k+1}|\le(k+1)y^k$. It holds for $k=0$ because $D_1=1$. The recursion then gives $|D_{k+2}|\le y\,(k+1)y^k+\tfrac12\cdot2y^{k+1}=(k+2)y^{k+1}$. In the code, `hs` bounds the bracket and `abs_step` combines the two terms.

```lean
/-- The difference of a power across a unit cell centred at `x` is one order lower
than the power itself. -/
theorem cell_difference_bound (x : ℝ) (k : ℕ) :
    |(x + 1 / 2) ^ (k + 1) - (x - 1 / 2) ^ (k + 1)| ≤ ((k : ℝ) + 1) * (|x| + 1) ^ k := by
  have ha : |x + 1 / 2| ≤ |x| + 1 := by
    rw [abs_le]; constructor <;> linarith [neg_abs_le x, le_abs_self x]
  have hb : |x - 1 / 2| ≤ |x| + 1 := by
    rw [abs_le]; constructor <;> linarith [neg_abs_le x, le_abs_self x]
  induction k with
  | zero => norm_num
  | succ k ih =>
    have hs : |(x + 1 / 2) ^ (k + 1) + (x - 1 / 2) ^ (k + 1)| ≤ 2 * (|x| + 1) ^ (k + 1) := by
      have h1 := pow_le_pow_left₀ (abs_nonneg _) ha (k + 1)
      have h2 := pow_le_pow_left₀ (abs_nonneg _) hb (k + 1)
      rw [← abs_pow] at h1 h2
      linarith [abs_add_le ((x + 1 / 2) ^ (k + 1)) ((x - 1 / 2) ^ (k + 1))]
    have h := abs_step (by linarith : |x| ≤ |x| + 1) ih hs
    convert h using 1
    · congr 1; ring
    · push_cast; ring
```

The second bound is $|A_{k+2}|\le(k+2)^2y^k$, starting from $A_2=\tfrac12$. The step gives

$$|A_{k+3}|\le\left[(k+2)^2+\tfrac12(k+2)\right]y^{k+1}\le(k+3)^2y^{k+1}.$$

The slack in the last inequality is $(\tfrac32k+4)y^{k+1}$, which appears in the code as the non-negative term `hp`.

```lean
/-- The sum of a power over the two ends of a unit cell differs from twice its central
value by a term two orders lower. -/
theorem cell_mean_bound (x : ℝ) (k : ℕ) :
    |(x + 1 / 2) ^ (k + 2) + (x - 1 / 2) ^ (k + 2) - 2 * x ^ (k + 2)|
      ≤ ((k : ℝ) + 2) ^ 2 * (|x| + 1) ^ k := by
  induction k with
  | zero =>
    have e : (x + 1 / 2) ^ (0 + 2) + (x - 1 / 2) ^ (0 + 2) - 2 * x ^ (0 + 2) = 1 / 2 := by ring
    rw [e]; norm_num [abs_of_pos]
  | succ k ih =>
    have h := abs_step (by linarith : |x| ≤ |x| + 1) ih (cell_difference_bound x (k + 1))
    have e : (x + 1 / 2) ^ (k + 1 + 2) + (x - 1 / 2) ^ (k + 1 + 2) - 2 * x ^ (k + 1 + 2)
        = x * ((x + 1 / 2) ^ (k + 2) + (x - 1 / 2) ^ (k + 2) - 2 * x ^ (k + 2))
          + ((x + 1 / 2) ^ (k + 1 + 1) - (x - 1 / 2) ^ (k + 1 + 1)) / 2 := by ring
    rw [e]
    have hp : 0 ≤ (|x| + 1) ^ (k + 1) * (3 / 2 * (k : ℝ) + 4) := by positivity
    have e2 : (((k + 1 : ℕ) : ℝ) + 2) ^ 2 * (|x| + 1) ^ (k + 1)
        = ((|x| + 1) * (((k : ℝ) + 2) ^ 2 * (|x| + 1) ^ k)
          + (((k + 1 : ℕ) : ℝ) + 1) * (|x| + 1) ^ (k + 1) / 2)
          + (|x| + 1) ^ (k + 1) * (3 / 2 * (k : ℝ) + 4) := by push_cast; ring
    exact (h.trans (le_add_of_nonneg_right hp)).trans_eq e2.symm
```

The third bound is $|E_{k+3}|\le(k+2)^3y^k$, starting from $E_3=\tfrac14$. Now

$$|E_{k+4}|\le\left[(k+2)^3+\tfrac12(k+3)^2\right]y^{k+1}\le(k+3)^3y^{k+1},$$

with slack $(\tfrac52k^2+12k+\tfrac{29}2)y^{k+1}$. The error for a level $x^{k+2}$ is thus two powers lower than the level itself.

```lean
/-- Replacing a level by its average over a unit cell costs an error two orders lower
than the level. -/
theorem cell_error_bound (x : ℝ) (k : ℕ) :
    |(x + 1 / 2) ^ (k + 3) - (x - 1 / 2) ^ (k + 3) - ((k : ℝ) + 3) * x ^ (k + 2)|
      ≤ ((k : ℝ) + 2) ^ 3 * (|x| + 1) ^ k := by
  induction k with
  | zero =>
    have e : (x + 1 / 2) ^ (0 + 3) - (x - 1 / 2) ^ (0 + 3)
        - (((0 : ℕ) : ℝ) + 3) * x ^ (0 + 2) = 1 / 4 := by push_cast; ring
    rw [e]; norm_num [abs_of_pos]
  | succ k ih =>
    have h := abs_step (by linarith : |x| ≤ |x| + 1) ih (cell_mean_bound x (k + 1))
    have e : (x + 1 / 2) ^ (k + 1 + 3) - (x - 1 / 2) ^ (k + 1 + 3)
        - (((k + 1 : ℕ) : ℝ) + 3) * x ^ (k + 1 + 2)
        = x * ((x + 1 / 2) ^ (k + 3) - (x - 1 / 2) ^ (k + 3) - ((k : ℝ) + 3) * x ^ (k + 2))
          + ((x + 1 / 2) ^ (k + 1 + 2) + (x - 1 / 2) ^ (k + 1 + 2)
            - 2 * x ^ (k + 1 + 2)) / 2 := by push_cast; ring
    rw [e]
    have hp : 0 ≤ (|x| + 1) ^ (k + 1) *
        (5 / 2 * (k : ℝ) ^ 2 + 12 * k + 29 / 2) := by positivity
    have e2 : (((k + 1 : ℕ) : ℝ) + 2) ^ 3 * (|x| + 1) ^ (k + 1)
        = ((|x| + 1) * (((k : ℝ) + 2) ^ 3 * (|x| + 1) ^ k)
          + (((k + 1 : ℕ) : ℝ) + 2) ^ 2 * (|x| + 1) ^ (k + 1) / 2)
          + (|x| + 1) ^ (k + 1) * (5 / 2 * (k : ℝ) ^ 2 + 12 * k + 29 / 2) := by
      push_cast; ring
    exact (h.trans (le_add_of_nonneg_right hp)).trans_eq e2.symm
```

## Summing the cells

Set $q=p-1$ and $c=d-\tfrac12$. Neighbouring cells share an endpoint, so the differences telescope:

$$\sum_{n=0}^{N-1}D_{q+2}(n+d)=(N+c)^{q+2}-c^{q+2}.$$

Subtracting $(q+2)S(N)$ leaves the accumulated cell error

$$R_N=(N+c)^{q+2}-c^{q+2}-(q+2)S(N)=\sum_{n=0}^{N-1}E_{q+2}(n+d).$$

For $q=0$ every term vanishes, since $E_2=0$. For $q\ge1$, the inequality $|n+d|+1\le N+|d|$ bounds each term by $(q+1)^3(N+|d|)^{q-1}$, and hence

$$|R_N|\le N(q+1)^3(N+|d|)^{q-1}\le(q+1)^3(N+|d|)^q.$$

The statement `tel` is the telescoping sum, proved by induction on the number of cells. The two cases of $q$ follow; in the second, Lean's `q` is one less than the $q$ used here.

```lean
/-- For `p = q + 1`, the filled-level energy times `p + 1` agrees with the difference of
`(x - 1/2) ^ (p + 1)` between `x = N + d` and `x = d`, up to an error of order `N ^ (p - 1)`. -/
theorem filledEnergy_midpoint (q : ℕ) (d : ℝ) (N : ℕ) :
    |((N : ℝ) + d - 1 / 2) ^ (q + 2) - (d - 1 / 2) ^ (q + 2)
        - ((q : ℝ) + 2) * filledEnergy (q + 1) d N|
      ≤ ((q : ℝ) + 1) ^ 3 * ((N : ℝ) + |d|) ^ q := by
  -- the differences of powers across the cells telescope
  have tel : ∀ m M : ℕ, ((M : ℝ) + d - 1 / 2) ^ m - (d - 1 / 2) ^ m
      = ∑ n ∈ Finset.range M,
        (((n : ℝ) + d + 1 / 2) ^ m - ((n : ℝ) + d - 1 / 2) ^ m) := by
    intro m M
    induction M with
    | zero => simp
    | succ M ih =>
      rw [Finset.sum_range_succ, ← ih]
      have e : ((M + 1 : ℕ) : ℝ) + d - 1 / 2 = (M : ℝ) + d + 1 / 2 := by push_cast; ring
      rw [e]; ring
  rw [tel]
  unfold filledEnergy level
  rw [Finset.mul_sum, ← Finset.sum_sub_distrib]
  refine (Finset.abs_sum_le_sum_abs _ _).trans ?_
  cases q with
  | zero =>
    refine (Finset.sum_nonpos fun n _ => ?_).trans (by positivity)
    apply le_of_eq
    rw [abs_eq_zero]
    push_cast; ring
  | succ q =>
    have hterm : ∀ n ∈ Finset.range N,
        |((n : ℝ) + d + 1 / 2) ^ (q + 1 + 2) - ((n : ℝ) + d - 1 / 2) ^ (q + 1 + 2)
          - (((q + 1 : ℕ) : ℝ) + 2) * ((n : ℝ) + d) ^ (q + 1 + 1)|
        ≤ ((q : ℝ) + 2) ^ 3 * ((N : ℝ) + |d|) ^ q := by
      intro n hn
      have hc : ((q + 1 : ℕ) : ℝ) + 2 = (q : ℝ) + 3 := by push_cast; ring
      rw [hc]
      refine (cell_error_bound ((n : ℝ) + d) q).trans ?_
      have hn' : (n : ℝ) + 1 ≤ N := by exact_mod_cast Finset.mem_range.mp hn
      have habs := abs_add_le (n : ℝ) d
      rw [Nat.abs_cast] at habs
      have hx : |(n : ℝ) + d| + 1 ≤ (N : ℝ) + |d| := by linarith
      gcongr
    refine (Finset.sum_le_sum hterm).trans ?_
    rw [Finset.sum_const, Finset.card_range, nsmul_eq_mul]
    have hp : 0 ≤ |d| * (((q : ℝ) + 2) ^ 3 * ((N : ℝ) + |d|) ^ q) := by positivity
    have e2 : (((q + 1 : ℕ) : ℝ) + 1) ^ 3 * ((N : ℝ) + |d|) ^ (q + 1)
        = (N : ℝ) * (((q : ℝ) + 2) ^ 3 * ((N : ℝ) + |d|) ^ q)
          + |d| * (((q : ℝ) + 2) ^ 3 * ((N : ℝ) + |d|) ^ q) := by push_cast; ring
    exact (le_add_of_nonneg_right hp).trans_eq e2.symm
```

## The shift in particle number

The main term is $(N+c)^{q+2}$, a power of a shifted particle number. For every natural $m$,

$$N\left[\left(1+\frac cN\right)^m-1\right]\to mc.$$

At $m=0$ both sides are zero. With $u=1+c/N$,

$$N(u^{m+1}-1)=u\,N(u^m-1)+c\;\to\;mc+c,$$

because $u\to1$. The induction in the code follows this identity. `Tendsto … atTop (𝓝 …)` expresses convergence as $N\to\infty$.

```lean
/-- Shifting the particle number by `c` changes its `m`-th power by the relative amount
`m c / N` to leading order. -/
theorem tendsto_shifted_power (c : ℝ) (m : ℕ) :
    Tendsto (fun N : ℕ => (N : ℝ) * ((1 + c / (N : ℝ)) ^ m - 1)) atTop (𝓝 ((m : ℝ) * c)) := by
  have hu : Tendsto (fun N : ℕ => 1 + c / (N : ℝ)) atTop (𝓝 1) := by
    simpa using (tendsto_const_div_atTop_nhds_zero_nat c).const_add 1
  induction m with
  | zero => simp
  | succ m ih =>
    have e : ((m + 1 : ℕ) : ℝ) * c = 1 * ((m : ℝ) * c) + c := by push_cast; ring
    rw [e]
    refine ((hu.mul ih).add_const c).congr' ?_
    filter_upwards [eventually_gt_atTop 0] with N hN
    have hN' : (N : ℝ) ≠ 0 := by exact_mod_cast hN.ne'
    have hc : (N : ℝ) * (c / N) = c := by field_simp
    linear_combination -hc
```

## The limit of the scaled error

Since $T(N)=N^{q+2}/(q+2)$, solving the definition of $R_N$ for $S(N)$ gives, for $N>0$,

$$N\left(\frac{S(N)}{T(N)}-1\right)=N\left[\left(1+\frac cN\right)^{q+2}-1\right]-\frac{c^{q+2}}{N^{q+1}}-\frac{R_N}{N^{q+1}}.$$

The first term tends to $(q+2)c=(p+1)(d-\tfrac12)$. The second is a constant over a growing power. The third satisfies

$$\frac{|R_N|}{N^{q+1}}\le\frac{(q+1)^3(1+|d|/N)^q}{N}\to0.$$

The theorem assumes only `1 ≤ p` and takes any real `d`. In its proof, `h2` and `h3` are the two vanishing terms, and `h` combines them with the shifted power. The closing lines verify the displayed identity for positive $N$: `generalize` replaces the large powers by single letters, after which `field_simp` and `ring` finish the algebra.

```lean
/-- The relative error of the Thomas-Fermi energy, multiplied by the particle number `N`,
tends to `(p + 1) (d - 1/2)`. -/
theorem tendsto_thomasFermi_correction {p : ℕ} (hp : 1 ≤ p) (d : ℝ) :
    Tendsto (fun N : ℕ => (N : ℝ) * (filledEnergy p d N / thomasFermiEnergy p N - 1))
      atTop (𝓝 (((p : ℝ) + 1) * (d - 1 / 2))) := by
  obtain ⟨q, rfl⟩ : ∃ q, p = q + 1 := ⟨p - 1, by omega⟩
  have hcast : Tendsto (fun N : ℕ => (N : ℝ)) atTop atTop := tendsto_natCast_atTop_atTop
  have hpow : Tendsto (fun N : ℕ => (N : ℝ) ^ (q + 1)) atTop atTop :=
    (tendsto_pow_atTop (Nat.succ_ne_zero q)).comp hcast
  -- the boundary constant is negligible
  have h2 : Tendsto (fun N : ℕ => (d - 1 / 2) ^ (q + 2) / (N : ℝ) ^ (q + 1)) atTop (𝓝 0) :=
    tendsto_const_nhds.div_atTop hpow
  -- the accumulated cell errors are negligible
  have h3 : Tendsto (fun N : ℕ => (((N : ℝ) + d - 1 / 2) ^ (q + 2) - (d - 1 / 2) ^ (q + 2)
      - ((q : ℝ) + 2) * filledEnergy (q + 1) d N) / (N : ℝ) ^ (q + 1)) atTop (𝓝 0) := by
    have hu : Tendsto (fun N : ℕ => 1 + |d| / (N : ℝ)) atTop (𝓝 (1 + 0)) :=
      (tendsto_const_div_atTop_nhds_zero_nat |d|).const_add 1
    refine squeeze_zero_norm' ?_
      (((hu.pow q).const_mul (((q : ℝ) + 1) ^ 3)).div_atTop hcast)
    filter_upwards [eventually_gt_atTop 0] with N hN
    have hN' : (0 : ℝ) < N := by exact_mod_cast hN
    have hfac : (N : ℝ) + |d| = N * (1 + |d| / N) := by field_simp
    have hb := filledEnergy_midpoint q d N
    rw [hfac, mul_pow] at hb
    rw [Real.norm_eq_abs, abs_div, abs_of_pos (pow_pos hN' (q + 1)),
      div_le_iff₀ (pow_pos hN' (q + 1))]
    refine hb.trans_eq ?_
    generalize 1 + |d| / (N : ℝ) = u
    rw [pow_succ (N : ℝ) q]
    field_simp
  have h := ((tendsto_shifted_power (d - 1 / 2) (q + 2)).sub h2).sub h3
  have e : (((q + 1 : ℕ) : ℝ) + 1) * (d - 1 / 2)
      = ((q + 2 : ℕ) : ℝ) * (d - 1 / 2) - 0 - 0 := by push_cast; ring
  rw [e]
  refine h.congr' ?_
  filter_upwards [eventually_gt_atTop 0] with N hN
  have hN' : (N : ℝ) ≠ 0 := by exact_mod_cast hN.ne'
  have hM : (N : ℝ) ^ (q + 1) ≠ 0 := pow_ne_zero _ hN'
  have hk : (q : ℝ) + 2 ≠ 0 := by positivity
  have hfac : (N : ℝ) + d - 1 / 2 = N * (1 + (d - 1 / 2) / N) := by
    rw [mul_add, mul_div_cancel₀ _ hN']; ring
  have hT : thomasFermiEnergy (q + 1) N = (N : ℝ) ^ (q + 1) * N / ((q : ℝ) + 2) := by
    unfold thomasFermiEnergy
    rw [pow_succ (N : ℝ) (q + 1)]
    congr 1
    push_cast; ring
  rw [hT, hfac, mul_pow, pow_succ (N : ℝ) (q + 1)]
  generalize (1 + (d - 1 / 2) / (N : ℝ)) ^ (q + 2) = U
  generalize (d - 1 / 2) ^ (q + 2) = C
  generalize (N : ℝ) ^ (q + 1) = M at hM ⊢
  generalize (q : ℝ) + 2 = k at hk ⊢
  field_simp
  ring
```

The passage from a bound at finite $N$ to a limit rests on Mathlib's `squeeze_zero_norm'`, used in `h3`. It takes two facts: that the norm of a sequence is eventually at most some real sequence, and that this second sequence tends to zero. It concludes that the first tends to zero as well. The majorant is never written out in the code. Lean reads it off from the supplied convergence proof, in which `div_atTop` divides a convergent numerator by $N$. What remains is the inequality itself, and `filter_upwards [eventually_gt_atTop 0]` allows it to be proved for $N>0$ only, where division by $N$ is legitimate. The estimate `filledEnergy_midpoint` enters at exactly this point.

## Soft turning points and the oscillator

A sequence has at most one limit. If the scaled error tends to zero, then $(p+1)(d-\tfrac12)=0$, and since $p+1\ne0$ this forces $d=\tfrac12$. Conversely, inserting $d=\tfrac12$ makes the limit zero. The code uses `tendsto_nhds_unique` for the first direction and substitution for the second. The equivalence concerns the order $1/N$ alone; smaller errors may remain at $d=\tfrac12$.

```lean
/-- The relative correction of order `1 / N` vanishes exactly for the offset `d = 1/2`. -/
theorem leading_correction_vanishes_iff {p : ℕ} (hp : 1 ≤ p) (d : ℝ) :
    Tendsto (fun N : ℕ => (N : ℝ) * (filledEnergy p d N / thomasFermiEnergy p N - 1))
      atTop (𝓝 0) ↔ d = 1 / 2 := by
  have h := tendsto_thomasFermi_correction hp d
  constructor
  · intro h0
    have hz := tendsto_nhds_unique h h0
    have hp' : (p : ℝ) + 1 ≠ 0 := by positivity
    have := (mul_eq_zero.mp hz).resolve_left hp'
    linarith
  · rintro rfl
    simpa using h
```

For the harmonic oscillator no error remains at all:

$$\sum_{n=0}^{N-1}\left(n+\tfrac12\right)=\frac{N(N-1)}2+\frac N2=\frac{N^2}2=T(N).$$

The code proves this by induction, where adding the next level $N+\tfrac12$ turns $N^2/2$ into $(N+1)^2/2$. The equality includes $N=0$, where both energies are zero.

```lean
/-- For the harmonic-oscillator levels `n + 1/2` the Thomas-Fermi energy is exact for every
particle number. -/
theorem oscillator_exact (N : ℕ) : filledEnergy 1 (1 / 2) N = thomasFermiEnergy 1 N := by
  unfold filledEnergy thomasFermiEnergy level
  induction N with
  | zero => simp
  | succ N ih =>
    rw [Finset.sum_range_succ, ih]
    push_cast; ring

end

end ThomasFermiShellCorrection
```

```lean
#print axioms ThomasFermiShellCorrection.thomasFermiEnergy_eq_integral
#print axioms ThomasFermiShellCorrection.tendsto_thomasFermi_correction
#print axioms ThomasFermiShellCorrection.leading_correction_vanishes_iff
#print axioms ThomasFermiShellCorrection.oscillator_exact
```

```
'ThomasFermiShellCorrection.thomasFermiEnergy_eq_integral' depends on axioms: [propext, Classical.choice, Quot.sound]
'ThomasFermiShellCorrection.tendsto_thomasFermi_correction' depends on axioms: [propext, Classical.choice, Quot.sound]
'ThomasFermiShellCorrection.leading_correction_vanishes_iff' depends on axioms: [propext, Classical.choice, Quot.sound]
'ThomasFermiShellCorrection.oscillator_exact' depends on axioms: [propext, Classical.choice, Quot.sound]
```
